# In an interacting one-number model, the Klein functional is stationary at a positive Dyson solution and the Galitskii–Migdal interaction energy is not

Let a propagator be a single real number $G>0$ that solves the Dyson equation $1/G = 1/g_0 - uG^3$, with bare propagator $g_0\neq 0$ and coupling $u \neq 0$. If $G$ is replaced by $G+d$, the Klein functional

$$F(x) = \ln x - \frac{x}{g_0} + \frac{u x^4}{4}$$

changes only by $O(d^2)$ as $d\to 0$. The Galitskii–Migdal interaction energy $E(x) = u x^4/2$ has the nonzero derivative $2uG^3$ at $G$, so its change is not $O(d^2)$.

## A propagator reduced to one number

In many-body theory the propagator and the self-energy $\Sigma$ depend on frequency and on orbital indices. Here both are numbers, and the self-energy is

$$\Sigma(x) = u x^3 .$$

The cube imitates the second-order skeleton diagrams, which contain three propagator lines. The constant $u$ stands for the square of the interaction together with all numerical prefactors. It is postulated, not derived from a Hamiltonian.

Closing the self-energy with one more propagator gives $\Sigma(x)x = ux^4$. One half of this is the interaction energy $E(x)$. One quarter of it is the term $\Phi(x) = ux^4/4$ in $F$, whose derivative is the self-energy: $\Phi'(x) = \Sigma(x)$. The usual Klein functional also contains an additive constant. It is left out of $F$ because it cancels in every difference $F(G+d)-F(G)$.

The full Galitskii–Migdal formula gives the total energy, including a one-body part, through a frequency integral over the propagator. The quantity $E$ models only its interaction part. The comparison therefore concerns how sensitively two different quantities respond to an error in the propagator. It doesn't say that $F(G)$ and $E(G)$ are equal.

Total energies in electronic structure are often evaluated with a propagator that is not fully self-consistent. In this one-level, frequency-free model, a small deviation from the self-consistent propagator has no first-order effect on the Klein functional, but it does have one on the interaction energy. Since $E$ is only a part of the total energy, this alone doesn't settle how the full Galitskii–Migdal total energy responds.

## The linear terms of the Klein functional cancel

The Dyson equation in its usual form is $G = g_0 + g_0\Sigma(G)G$. Dividing by $g_0G$ gives $1/g_0 = 1/G + \Sigma(G)$, which is the inverse form used above.

Now expand the change of $F$:

$$F(G+d)-F(G) = \ln\!\Big(1+\frac dG\Big) - \frac{d}{g_0} + \frac u4\big(4G^3d + 6G^2d^2 + 4Gd^3 + d^4\big).$$

By the Dyson equation, $-d/g_0 = -d/G - uG^3d$. The term $-uG^3d$ cancels the linear term of the quartic, and $-d/G$ joins the logarithm:

$$F(G+d)-F(G) = \Big[\ln\!\Big(1+\frac dG\Big) - \frac dG\Big] + \frac{u\,d^2}{4}\big(6G^2+4Gd+d^2\big).$$

To bound the bracket, set $t=d/G$ and suppose $t\ge -1/2$. The inequality $\ln s\le s-1$ with $s=1+t$ gives $\ln(1+t)\le t$. With $s = 1/(1+t)$ it gives $\ln(1+t)\ge 1-1/(1+t) = t/(1+t)$. Hence

$$0\le t-\ln(1+t)\le \frac{t^2}{1+t}\le 2t^2 .$$

For the second term, take $|d|\le G/2$. Then $6G^2+4Gd+d^2 = (d+2G)^2+2G^2$ is positive, and it is at most $6G^2+2G^2+G^2/4 = 33G^2/4$. Together,

$$|F(G+d)-F(G)| \le \Big(\frac{2}{G^2}+\frac{33}{16}|u|G^2\Big)d^2 \qquad\text{for } |d|\le G/2 .$$

## A quadratic error forces a zero derivative

Suppose that a function $f$ is differentiable at $x$ and that $|f(x+d)-f(x)|\le Cd^2$ for small $d$. Dividing by $|d|$ shows that the difference quotient is at most $C|d|$ in size, so $f'(x)=0$.

This has two consequences:

- For the interaction energy, $E'(G) = 2uG^3$. This is nonzero when $u\ne0$ and $G>0$, so $E$ has no quadratic error at $G$.
- For the Klein functional, $F'(x) = 1/x - 1/g_0 + \Sigma(x)$. A quadratic error at a positive $G$ therefore forces $1/G = 1/g_0-\Sigma(G)$, the Dyson equation.

Thus, for $g_0 \neq 0$, the positive points at which $F$ has a quadratic error are exactly the positive Dyson solutions.

## Positive solutions exist up to $u g_0^4 = 27/256$

Let $u$ and $g_0$ be positive, and write $y = uG^4$. The Dyson equation reads $G = g_0(1+y)$. Taking the fourth power and multiplying by $u$ gives

$$u g_0^4(1+y)^4 = y .$$

The identity

$$27(1+y)^4 - 256y = (3y-1)^2(3y^2+14y+27)$$

has a nonnegative right-hand side for $y>0$. So $y\le \tfrac{27}{256}(1+y)^4$, and therefore $ug_0^4\le 27/256$.

Conversely, assume this inequality and consider the residual $r(x) = g_0(1+ux^4)-x$. At zero, $r(0)=g_0>0$. At the other end,

$$r\!\Big(\frac{4g_0}{3}\Big) = g_0\Big(1+\frac{256}{81}ug_0^4\Big)-\frac{4g_0}{3} \le g_0\Big(1+\frac13\Big)-\frac{4g_0}{3} = 0 .$$

By continuity $r$ has a zero $G$ in $[0,4g_0/3]$, and $G = g_0(1+uG^4)$ is positive. This settles existence but not uniqueness. The statements about $F$ and $E$ apply to every positive solution.

## The model's quantities as Lean definitions

All quantities have type `ℝ`. The definition `selfEnergy u x` is $\Sigma(x)$, `klein u g0 x` is $F(x)$, and `gmEnergy u x` is $E(x)$, written as `selfEnergy u x * x / 2`. The proposition `Dyson u g0 G` is the equation in the form $G=g_0+g_0\Sigma(G)G$, which contains no division.

The proposition `QuadraticError f x` says that $f(x+d)-f(x)$ is $O(d^2)$ as $d\to0$, for errors of either sign. It gives an upper bound on the error and does not require a nonzero $d^2$ coefficient.

The main theorem, `klein_stationary_galitskiiMigdal_not`, assumes `u ≠ 0`, `0 < G` and `Dyson u g0 G`. It allows negative $u$, and it needs no separate assumption on $g_0$, because $g_0=0$ would give $G=0$. Its conclusion has four parts:

- $F$ has a quadratic error at $G$.
- $E$ has derivative $2uG^3$ there.
- This derivative is nonzero.
- $E$ has no quadratic error at $G$.

Three further theorems refine this. `klein_error_bound` gives the explicit constant and also holds for $u=0$. `klein_quadraticError_iff_dyson` states the equivalence for $G>0$ and $g_0\neq0$. `dyson_solvable_iff` gives the solvability range for positive $u$ and $g_0$, and so shows that the main theorem's assumptions can be satisfied.

Frequency dependence, matrix propagators, other self-energy diagrams and the one-body energy are not modelled.

```lean
import Mathlib

open Filter Topology Asymptotics

namespace GalitskiiMigdalVariation

noncomputable section

/-- The skeleton self-energy `Σ(x) = u x³` of a one-level model with propagator `x`. -/
def selfEnergy (u x : ℝ) : ℝ := u * x ^ 3

/-- The self-consistent Dyson equation `G = g0 + g0 Σ(G) G`. -/
def Dyson (u g0 G : ℝ) : Prop := G = g0 + g0 * selfEnergy u G * G

/-- The Klein functional `ln x - x/g0 + u x⁴/4`, for `x > 0` and `g0 ≠ 0`. -/
def klein (u g0 x : ℝ) : ℝ := Real.log x - x / g0 + u * x ^ 4 / 4

/-- The Galitskii-Migdal interaction energy `Σ(x) x / 2`. -/
def gmEnergy (u x : ℝ) : ℝ := selfEnergy u x * x / 2

/-- An error `d` in the propagator `x` changes the value of `f` only by `O(d²)` as `d → 0`. -/
def QuadraticError (f : ℝ → ℝ) (x : ℝ) : Prop :=
  (fun d : ℝ => f (x + d) - f x) =O[𝓝 0] fun d : ℝ => d ^ 2

/-- For nonzero `g0` and positive `G`, the Dyson equation is equivalent to its inverse form
`1/G = 1/g0 - Σ(G)`. -/
theorem dyson_iff_inverse {u g0 G : ℝ} (hG : 0 < G) (hg : g0 ≠ 0) :
    Dyson u g0 G ↔ 1 / G = 1 / g0 - selfEnergy u G := by
  have key : 1 / G - 1 / g0 + selfEnergy u G
      = (g0 + g0 * selfEnergy u G * G - G) / (G * g0) := by
    rw [eq_div_iff (mul_ne_zero hG.ne' hg)]
    have a : 1 / G * G = 1 := one_div_mul_cancel hG.ne'
    have b : 1 / g0 * g0 = 1 := one_div_mul_cancel hg
    linear_combination g0 * a - G * b
  unfold Dyson
  constructor
  · intro h
    have h0 : g0 + g0 * selfEnergy u G * G - G = 0 := by linarith
    rw [h0, zero_div] at key
    linarith
  · intro h
    have h0 : (g0 + g0 * selfEnergy u G * G - G) / (G * g0) = 0 := by
      rw [← key]; linarith
    rcases div_eq_zero_iff.mp h0 with h1 | h1
    · linarith
    · exact absurd h1 (mul_ne_zero hG.ne' hg)

/-- At a positive propagator `x` the Klein functional has derivative `1/x - 1/g0 + Σ(x)`. -/
theorem klein_hasDerivAt (u g0 : ℝ) {x : ℝ} (hx : 0 < x) :
    HasDerivAt (klein u g0) (1 / x - 1 / g0 + selfEnergy u x) x := by
  have hp : HasDerivAt (fun y : ℝ => y ^ 4) (4 * x ^ 3) x := by
    simpa using hasDerivAt_pow 4 x
  have h := ((Real.hasDerivAt_log hx.ne').fun_sub ((hasDerivAt_id' x).div_const g0)).fun_add
    ((hp.const_mul u).div_const 4)
  exact h.congr_deriv (by unfold selfEnergy; ring)

/-- The Galitskii-Migdal interaction energy has derivative `2 u x³` at the propagator `x`. -/
theorem gmEnergy_hasDerivAt (u x : ℝ) : HasDerivAt (gmEnergy u) (2 * u * x ^ 3) x := by
  have hp : HasDerivAt (fun y : ℝ => y ^ 4) (4 * x ^ 3) x := by
    simpa using hasDerivAt_pow 4 x
  have e : gmEnergy u = fun y => u / 2 * y ^ 4 := by
    funext y
    unfold gmEnergy selfEnergy
    ring
  rw [e]
  exact (hp.const_mul (u / 2)).congr_deriv (by ring)

/-- A differentiable functional with a quadratic error at `x` has zero derivative there. -/
theorem deriv_eq_zero_of_quadraticError {f : ℝ → ℝ} {c x : ℝ}
    (h : HasDerivAt f c x) (hO : QuadraticError f x) : c = 0 := by
  have h0 : HasDerivAt f 0 x := by
    rw [hasDerivAt_iff_isLittleO_nhds_zero]
    simp only [smul_zero, sub_zero]
    exact hO.trans_isLittleO (isLittleO_pow_id one_lt_two)
  exact h.unique h0

/-- For `t ≥ -1/2` the logarithm `ln(1+t)` differs from `t` by at most `2t²`. -/
theorem log_remainder {t : ℝ} (ht : -(1 / 2) ≤ t) : |Real.log (1 + t) - t| ≤ 2 * t ^ 2 := by
  have hp : 0 < 1 + t := by linarith
  have hup := Real.log_le_sub_one_of_pos hp
  have hlow := Real.log_le_sub_one_of_pos (inv_pos.mpr hp)
  rw [Real.log_inv] at hlow
  have hinv : (1 + t)⁻¹ ≤ 1 - t + 2 * t ^ 2 := by
    rw [inv_eq_one_div, div_le_iff₀ hp]
    nlinarith [mul_nonneg (sq_nonneg t) (by linarith : 0 ≤ 1 + 2 * t)]
  rw [abs_le]
  constructor
  · linarith
  · linarith [sq_nonneg t]

/-- At a positive Dyson solution `G`, a propagator error `|d| ≤ G/2` changes the Klein functional
by at most `(2/G² + 33|u|G²/16) d²`. -/
theorem klein_error_bound {u g0 G d : ℝ} (hG : 0 < G) (h : Dyson u g0 G) (hd : |d| ≤ G / 2) :
    |klein u g0 (G + d) - klein u g0 G| ≤ (2 / G ^ 2 + 33 / 16 * |u| * G ^ 2) * d ^ 2 := by
  have hg : g0 ≠ 0 := by
    intro h0
    rw [Dyson, h0, zero_mul, zero_mul, add_zero] at h
    exact hG.ne' h
  have hinv := (dyson_iff_inverse hG hg).1 h
  unfold selfEnergy at hinv
  obtain ⟨hd1, hd2⟩ := abs_le.mp hd
  have ht : -(1 / 2) ≤ d / G := by
    rw [le_div_iff₀ hG]; linarith
  have hp : 0 < 1 + d / G := by linarith
  have hsplit : Real.log (G + d) = Real.log G + Real.log (1 + d / G) := by
    rw [← Real.log_mul hG.ne' hp.ne', mul_add, mul_one, mul_div_cancel₀ d hG.ne']
  -- the Dyson equation cancels every term linear in d
  have hdiff : klein u g0 (G + d) - klein u g0 G = (Real.log (1 + d / G) - d / G)
      + u * ((6 * G ^ 2 + 4 * G * d + d ^ 2) * d ^ 2 / 4) := by
    unfold klein
    rw [hsplit]
    linear_combination d * hinv
  have q0 : 0 ≤ 6 * G ^ 2 + 4 * G * d + d ^ 2 := by
    nlinarith [sq_nonneg (2 * G + d), sq_nonneg G]
  have q1 : 6 * G ^ 2 + 4 * G * d + d ^ 2 ≤ 33 / 4 * G ^ 2 := by
    nlinarith [mul_nonneg hG.le (by linarith : 0 ≤ G / 2 - d),
      mul_nonneg (by linarith : 0 ≤ G / 2 - d) (by linarith : 0 ≤ G / 2 + d)]
  have hq : |u * ((6 * G ^ 2 + 4 * G * d + d ^ 2) * d ^ 2 / 4)|
      ≤ |u| * (33 / 4 * G ^ 2 * d ^ 2 / 4) := by
    rw [abs_mul, abs_of_nonneg (by positivity :
      0 ≤ (6 * G ^ 2 + 4 * G * d + d ^ 2) * d ^ 2 / 4)]
    gcongr
  have e : (2 / G ^ 2 + 33 / 16 * |u| * G ^ 2) * d ^ 2
      = 2 * (d / G) ^ 2 + |u| * (33 / 4 * G ^ 2 * d ^ 2 / 4) := by ring
  obtain ⟨a1, a2⟩ := abs_le.mp (log_remainder ht)
  obtain ⟨b1, b2⟩ := abs_le.mp hq
  rw [hdiff, e, abs_le]
  constructor <;> linarith

/-- For nonzero `g0` and positive `G`, the Klein functional has a quadratic error at `G` exactly
when `G` solves the Dyson equation. -/
theorem klein_quadraticError_iff_dyson {u g0 G : ℝ} (hG : 0 < G) (hg : g0 ≠ 0) :
    QuadraticError (klein u g0) G ↔ Dyson u g0 G := by
  constructor
  · intro hO
    have h0 := deriv_eq_zero_of_quadraticError (klein_hasDerivAt u g0 hG) hO
    exact (dyson_iff_inverse hG hg).2 (by linarith)
  · intro h
    refine IsBigO.of_bound (2 / G ^ 2 + 33 / 16 * |u| * G ^ 2) ?_
    filter_upwards [Metric.ball_mem_nhds (0 : ℝ) (half_pos hG)] with d hd
    rw [Metric.mem_ball, Real.dist_eq, sub_zero] at hd
    rw [Real.norm_eq_abs, Real.norm_eq_abs, abs_of_nonneg (sq_nonneg d)]
    exact klein_error_bound hG h hd.le

/-- At a positive Dyson solution with nonzero coupling, the Klein functional has a quadratic error,
whereas the Galitskii-Migdal interaction energy has the nonzero derivative `2uG³` and no quadratic
error. -/
theorem klein_stationary_galitskiiMigdal_not {u g0 G : ℝ} (hu : u ≠ 0) (hG : 0 < G)
    (h : Dyson u g0 G) :
    QuadraticError (klein u g0) G ∧ HasDerivAt (gmEnergy u) (2 * u * G ^ 3) G ∧
      2 * u * G ^ 3 ≠ 0 ∧ ¬ QuadraticError (gmEnergy u) G := by
  have hg : g0 ≠ 0 := by
    intro h0
    rw [Dyson, h0, zero_mul, zero_mul, add_zero] at h
    exact hG.ne' h
  have hne : 2 * u * G ^ 3 ≠ 0 :=
    mul_ne_zero (mul_ne_zero two_ne_zero hu) (pow_ne_zero 3 hG.ne')
  exact ⟨(klein_quadraticError_iff_dyson hG hg).2 h, gmEnergy_hasDerivAt u G, hne,
    fun hO => hne (deriv_eq_zero_of_quadraticError (gmEnergy_hasDerivAt u G) hO)⟩

/-- For positive `u` and `g0`, the Dyson equation has a positive solution exactly when
`u g0⁴ ≤ 27/256`. -/
theorem dyson_solvable_iff {u g0 : ℝ} (hu : 0 < u) (hg : 0 < g0) :
    (∃ G, 0 < G ∧ Dyson u g0 G) ↔ u * g0 ^ 4 ≤ 27 / 256 := by
  constructor
  · rintro ⟨G, hG, h⟩
    unfold Dyson selfEnergy at h
    have h' : g0 * (1 + u * G ^ 4) = G := by linear_combination -h
    have e : u * (g0 * (1 + u * G ^ 4)) ^ 4 = u * G ^ 4 := by rw [h']
    have hy : 0 < u * G ^ 4 := by positivity
    -- everything depends on the dimensionless number y = u G⁴
    generalize u * G ^ 4 = y at e hy
    have hpos : 0 < (1 + y) ^ 4 := by positivity
    refine le_of_mul_le_mul_right ?_ hpos
    nlinarith [mul_nonneg (sq_nonneg (3 * y - 1))
      (by positivity : 0 ≤ 3 * y ^ 2 + 14 * y + 27)]
  · intro h
    -- the residual of the Dyson equation is nonnegative at 0 and nonpositive at 4 g0 / 3
    have hc : ContinuousOn (fun x : ℝ => g0 * (1 + u * x ^ 4) - x)
        (Set.Icc 0 (4 * g0 / 3)) := by fun_prop
    have hend : g0 * (1 + u * (4 * g0 / 3) ^ 4) - 4 * g0 / 3 ≤ 0 := by
      nlinarith [mul_le_mul_of_nonneg_left h hg.le]
    have hstart : 0 ≤ g0 * (1 + u * (0 : ℝ) ^ 4) - 0 := by
      norm_num
      exact hg.le
    obtain ⟨G, hGI, hG0⟩ :=
      intermediate_value_Icc' (by positivity : (0 : ℝ) ≤ 4 * g0 / 3) hc ⟨hend, hstart⟩
    have hroot : g0 * (1 + u * G ^ 4) - G = 0 := hG0
    have hpos : 0 < g0 * (1 + u * G ^ 4) := by positivity
    refine ⟨G, by linarith, ?_⟩
    unfold Dyson selfEnergy
    linear_combination -hroot

end

end GalitskiiMigdalVariation
```

```lean
#print axioms GalitskiiMigdalVariation.klein_stationary_galitskiiMigdal_not
#print axioms GalitskiiMigdalVariation.dyson_solvable_iff
```

```
'GalitskiiMigdalVariation.klein_stationary_galitskiiMigdal_not' depends on axioms: [propext, Classical.choice, Quot.sound]
'GalitskiiMigdalVariation.dyson_solvable_iff' depends on axioms: [propext, Classical.choice, Quot.sound]
```

## From the inverse Dyson equation to the error bound

The lemma `dyson_iff_inverse` writes the residual of the inverse equation as a fraction. Its numerator is the residual of the original equation and its denominator is $Gg_0$. Since the denominator is nonzero, one residual vanishes exactly when the other does.

The lemma `log_remainder` applies `Real.log_le_sub_one_of_pos` twice, to $1+t$ and to its inverse, as in the derivation above. The intermediate inequality `hinv` is $1/(1+t)\le 1-t+2t^2$. After multiplication by $1+t$ it reduces to $t^2(1+2t)\ge0$, which is where $t\ge-1/2$ enters.

In `klein_error_bound`, the step `hsplit` separates $\ln(G+d)$ into $\ln G+\ln(1+d/G)$. The cancellation takes place in `hdiff`: the tactic call `linear_combination d * hinv` subtracts $d$ times the inverse Dyson equation from the goal, and what remains is an algebraic identity. The steps `q0` and `q1` enclose $6G^2+4Gd+d^2$ between $0$ and $33G^2/4$. The last lines add the logarithmic and polynomial bounds.

## Derivatives decide the converse and the negative statement

The lemmas `klein_hasDerivAt` and `gmEnergy_hasDerivAt` compute $F'$ and $E'$ with the standard differentiation rules. In `deriv_eq_zero_of_quadraticError`, the argument with the difference quotient is phrased through orders of magnitude: a term that is $O(d^2)$ is also $o(d)$, so $0$ is a derivative of $f$ at $x$. Derivatives are unique, hence $c=0$.

The equivalence `klein_quadraticError_iff_dyson` uses this lemma in one direction. In the other it supplies the constant from `klein_error_bound`, which is valid on the ball of radius $G/2$ around $d=0$. The main theorem combines the equivalence with $E'(G)=2uG^3\neq0$: a quadratic error of $E$ would make this derivative zero.

## Factorisation and the intermediate value theorem give the solvability range

In the first half of `dyson_solvable_iff`, the equation `e` is $u(g_0(1+uG^4))^4=uG^4$. The `generalize` step then names $uG^4$ as $y$. The final `nlinarith` receives the product of $(3y-1)^2$ and $3y^2+14y+27$ as a hint, which is the factorisation above, and the common positive factor $(1+y)^4$ is cancelled.

In the second half, `hstart` and `hend` show that the residual is nonnegative at $0$ and nonpositive at $4g_0/3$, and `intermediate_value_Icc'` supplies the zero. Positivity of $G$ follows from the equation $G=g_0(1+uG^4)$ itself.
